# For levels ±v with v ≠ 0 and a local propagator with Im g < 0, every equimolar CPA self-energy has a negative imaginary part

Take v = 1 and g = -i. The equimolar CPA equation for the self-energy s,

g s² + s - g v² = 0,

becomes s² + i s - 1 = 0 after multiplication by i. Its roots are

s = (√3 - i)/2 and s = (-√3 - i)/2.

Both have Im s = -1/2. The product of the roots is -v², so the partner of s is -v²/s = -v² s̄/|s|², whose imaginary part has the same sign as Im s. The sum of the roots is -1/g, whose imaginary part is negative when Im g < 0. Two numbers of equal sign with a negative sum are both negative.

The setting is the coherent potential approximation (CPA) for a binary alloy with site levels v and -v in equal concentration. A single site is embedded in an effective medium with self-energy s, which stands for the averaged alloy. The local propagator g is a given complex number, and Im g < 0 is the retarded convention.

## The alloy and its CPA condition

```lean
import Mathlib

open Complex

namespace CPARootSelection

noncomputable section
```

The file loads the Mathlib library and opens its complex-number names, so that `I` is the imaginary unit and `normSq z` is |z|².

```lean
/-- The single-site T-matrix of a level `e` embedded in a medium with self-energy `s` and
local propagator `g`. -/
def siteT (g s e : ℂ) : ℂ := (e - s) / (1 - (e - s) * g)
```

This is the single-site T-matrix of a level e in the medium:

t(e) = (e - s)/(1 - (e - s)g).

All quantities are scalars: there is one orbital per site.

```lean
/-- The self-energy `s` solves the equimolar CPA quadratic for levels `v` and `-v` at local
propagator `g`. -/
def CPARoot (g : ℂ) (v : ℝ) (s : ℂ) : Prop := g * s ^ 2 + s - g * (v : ℂ) ^ 2 = 0
```

`CPARoot g v s` is a proposition, the statement that s solves the quadratic. Here v is real and g and s are complex; `(v : ℂ)` is v regarded as a complex number. The energy does not appear, and g is not tied to s through a lattice Green function, as it would be in a self-consistent CPA calculation.

```lean
/-- For `v ≠ 0`, the CPA quadratic holds exactly when both site T-matrices are finite and their
equimolar average vanishes. -/
theorem cpaRoot_iff_average_siteT {g s : ℂ} {v : ℝ} (hv : v ≠ 0) :
    CPARoot g v s ↔ 1 - ((v : ℂ) - s) * g ≠ 0 ∧ 1 - (-(v : ℂ) - s) * g ≠ 0 ∧
      (siteT g s v + siteT g s (-(v : ℂ))) / 2 = 0 := by
  have hv' : (v : ℂ) ≠ 0 := by exact_mod_cast hv
  unfold CPARoot siteT
  constructor
  · intro h
    -- a vanishing denominator would force v = 0
    have h1 : 1 - ((v : ℂ) - s) * g ≠ 0 := fun k =>
      hv' (by linear_combination ((v : ℂ) + s) * k - h)
    have h2 : 1 - (-(v : ℂ) - s) * g ≠ 0 := fun k =>
      hv' (by linear_combination ((v : ℂ) - s) * k + h)
    refine ⟨h1, h2, ?_⟩
    have hn : ((v : ℂ) - s) * (1 - (-(v : ℂ) - s) * g)
        + (1 - ((v : ℂ) - s) * g) * (-(v : ℂ) - s) = 0 := by
      linear_combination (-2) * h
    rw [div_add_div _ _ h1 h2, hn, zero_div, zero_div]
  · rintro ⟨h1, h2, h⟩
    rw [div_add_div _ _ h1 h2, div_div, div_eq_zero_iff] at h
    have h' := h.resolve_right (mul_ne_zero (mul_ne_zero h1 h2) two_ne_zero)
    linear_combination (-1 / 2) * h'
```

Braces mark arguments that Lean infers, and `hv` names the hypothesis v ≠ 0. The theorem says that the quadratic holds exactly when both T-matrix denominators are nonzero and the average T-matrix vanishes. The denominators are stated separately because Lean sets division by zero equal to zero.

By hand, the numerator of t(v) + t(-v) over the common denominator is

(v - s)(1 + (v + s)g) + (-v - s)(1 - (v - s)g) = -2(g s² + s - g v²).

The quadratic also keeps the denominators away from zero. If (v - s)g = 1, it reduces to s - (v + s) = -v = 0; if (v + s)g = -1, it reduces to s + (v - s) = v = 0. Both contradict v ≠ 0. The tactic `linear_combination` performs such steps: it checks that the goal follows from the stated multiples of known equations by ring algebra.

## The sign of Im s

```lean
/-- For nonzero propagator and level splitting, a CPA self-energy is nonzero. -/
theorem CPARoot.ne_zero {g s : ℂ} {v : ℝ} (h : CPARoot g v s) (hg : g ≠ 0) (hv : v ≠ 0) :
    s ≠ 0 := by
  rintro rfl
  unfold CPARoot at h
  have h0 : g * (v : ℂ) ^ 2 = 0 := by linear_combination -h
  exact mul_ne_zero hg (pow_ne_zero 2 (by exact_mod_cast hv)) h0
```

If s = 0, the quadratic leaves g v² = 0, which is impossible for nonzero g and v. This permits division by s later.

```lean
/-- Balance between the imaginary parts of the self-energy and of the local propagator. -/
theorem CPARoot.im_balance {g s : ℂ} {v : ℝ} (h : CPARoot g v s) :
    normSq g * (v ^ 2 + normSq s) * s.im = normSq s * g.im := by
  unfold CPARoot at h
  have hre := congrArg Complex.re h
  have him := congrArg Complex.im h
  simp only [pow_two, add_re, sub_re, mul_re, add_im, sub_im, mul_im, ofReal_re, ofReal_im,
    zero_re, zero_im] at hre him
  rw [normSq_apply, normSq_apply]
  -- imaginary part of the quadratic times the conjugate of g s
  linear_combination (g.re * s.re - g.im * s.im) * him - (g.re * s.im + g.im * s.re) * hre
```

Multiply the quadratic by the complex conjugate of g s:

|g|²|s|² s + |s|² ḡ - |g|² v² s̄ = 0.

Since Im ḡ = -Im g and Im s̄ = -Im s, the imaginary part is

|g|²(v² + |s|²) Im s = |s|² Im g.

Lean splits the quadratic into its real part `hre` and imaginary part `him`. The last line combines them with the real and imaginary parts of g s, which is the same multiplication by the conjugate.

```lean
/-- For `v ≠ 0` and a local propagator with `Im g < 0`, every CPA root has a self-energy with
negative imaginary part and an inverse cavity propagator `s + 1/g` with positive imaginary part. -/
theorem every_root_causal {g s : ℂ} {v : ℝ} (hg : g.im < 0) (hv : v ≠ 0)
    (h : CPARoot g v s) : s.im < 0 ∧ 0 < (s + g⁻¹).im := by
  have hg0 : g ≠ 0 := by
    rintro rfl
    simp at hg
  have hG : 0 < normSq g := normSq_pos.mpr hg0
  have hN : 0 < normSq s := normSq_pos.mpr (h.ne_zero hg0 hv)
  have hv2 : 0 < v ^ 2 := by positivity
  have hb := h.im_balance
  have hs : s.im < 0 := by
    by_contra hc
    have h1 : 0 ≤ normSq g * (v ^ 2 + normSq s) * s.im :=
      mul_nonneg (by positivity) (not_lt.mp hc)
    have h2 : normSq s * g.im < 0 := mul_neg_of_pos_of_neg hN hg
    linarith
  refine ⟨hs, ?_⟩
  have hq : g.im / normSq g = (v ^ 2 + normSq s) * s.im / normSq s := by
    rw [div_eq_div_iff hG.ne' hN.ne']
    linear_combination -hb
  have hneg : v ^ 2 * s.im / normSq s < 0 :=
    div_neg_of_neg_of_pos (mul_neg_of_pos_of_neg hv2 hs) hN
  rw [add_mul, add_div, mul_div_cancel_left₀ _ hN.ne'] at hq
  rw [add_im, inv_im, neg_div, hq]
  linarith
```

The hypotheses are Im g < 0, v ≠ 0 and that s is a root. The conclusion has two parts, joined by `∧`: Im s < 0 and Im(s + 1/g) > 0. The second concerns the cavity propagator, the local propagator with the site's own self-energy removed, whose inverse is s + 1/g. A retarded propagator has an inverse with positive imaginary part.

In the balance above, the factors |g|²(v² + |s|²) and |s|² are positive, so Im s has the sign of Im g. Lean argues by contradiction: if Im s ≥ 0, the left side is nonnegative while the right side is negative. For the second part, the balance gives

Im(s + 1/g) = Im s - Im g/|g|² = Im s - (v² + |s|²) Im s/|s|² = -v² Im s/|s|² > 0.

The equation `hq` is the substitution for Im g/|g|².

## Two roots that pass the same tests

```lean
/-- For nonzero `g` and `v`, and given one CPA root `s`, the complete set of roots consists of `s`
and `-v²/s`. -/
theorem CPARoot.iff_partner {g s : ℂ} {v : ℝ} (h : CPARoot g v s) (hg : g ≠ 0) (hv : v ≠ 0)
    (t : ℂ) : CPARoot g v t ↔ t = s ∨ t = -(v : ℂ) ^ 2 / s := by
  have hs := h.ne_zero hg hv
  unfold CPARoot at *
  have key : s * (g * t ^ 2 + t - g * (v : ℂ) ^ 2)
      = g * ((t - s) * (s * t + (v : ℂ) ^ 2)) := by linear_combination t * h
  constructor
  · intro ht
    rw [ht, mul_zero] at key
    rcases mul_eq_zero.mp ((mul_eq_zero.mp key.symm).resolve_left hg) with h1 | h1
    · exact Or.inl (sub_eq_zero.mp h1)
    · right
      rw [eq_div_iff hs]
      linear_combination h1
  · intro ht
    have h0 : (t - s) * (s * t + (v : ℂ) ^ 2) = 0 := by
      rcases ht with ht | ht
      · rw [ht, sub_self, zero_mul]
      · rw [eq_div_iff hs] at ht
        linear_combination (t - s) * ht
    rw [h0, mul_zero] at key
    exact (mul_eq_zero.mp key).resolve_left hs
```

Given one root s, a number t is a root exactly when t = s or t = -v²/s. Subtract t times the equation for s from s times the quadratic expression in t:

s(g t² + t - g v²) = g(t - s)(s t + v²).

As g and s are nonzero, the left side vanishes exactly when one of the last two factors does. Lean's `key` is this factorisation, and the two bullets prove the two directions.

```lean
/-- The CPA quadratic has a root at every nonzero local propagator. -/
theorem exists_root {g : ℂ} (hg : g ≠ 0) (v : ℝ) : ∃ s, CPARoot g v s := by
  obtain ⟨d, hd⟩ := IsAlgClosed.exists_pow_nat_eq (1 + 4 * g ^ 2 * (v : ℂ) ^ 2) two_pos
  have h2g : 2 * g ≠ 0 := mul_ne_zero two_ne_zero hg
  obtain ⟨s, hs⟩ : ∃ s, 2 * g * s = d - 1 :=
    ⟨(d - 1) / (2 * g), by rw [mul_comm, div_mul_cancel₀ _ h2g]⟩
  have h4 : 4 * g * (g * s ^ 2 + s - g * (v : ℂ) ^ 2) = 0 := by
    linear_combination (2 * g * s + 1 + d) * hs + hd
  have h4g : (4 : ℂ) * g ≠ 0 := mul_ne_zero (by norm_num) hg
  exact ⟨s, (mul_eq_zero.mp h4).resolve_left h4g⟩
```

The symbol `∃` means "there exists". The complex numbers are algebraically closed, so there is a d with d² = 1 + 4g²v². Set s = (d - 1)/(2g). Then

4g(g s² + s - g v²) = (2g s + 1)² - d² = 0,

and g ≠ 0 gives the quadratic.

```lean
/-- For `v ≠ 0` and away from the double root, a retarded local propagator admits two different CPA
self-energies, both with negative imaginary part and both with `Im (s + 1/g) > 0`. -/
theorem causality_does_not_select {g : ℂ} {v : ℝ} (hg : g.im < 0) (hv : v ≠ 0)
    (hd : 1 + 4 * g ^ 2 * (v : ℂ) ^ 2 ≠ 0) :
    ∃ s₁ s₂, s₁ ≠ s₂ ∧ (CPARoot g v s₁ ∧ s₁.im < 0 ∧ 0 < (s₁ + g⁻¹).im) ∧
      (CPARoot g v s₂ ∧ s₂.im < 0 ∧ 0 < (s₂ + g⁻¹).im) := by
  have hg0 : g ≠ 0 := by
    rintro rfl
    simp at hg
  have hv' : (v : ℂ) ≠ 0 := by exact_mod_cast hv
  obtain ⟨s, hs⟩ := exists_root hg0 v
  have ht := (hs.iff_partner hg0 hv (-(v : ℂ) ^ 2 / s)).mpr (Or.inr rfl)
  refine ⟨s, -(v : ℂ) ^ 2 / s, ?_, ⟨hs, every_root_causal hg hv hs⟩,
    ⟨ht, every_root_causal hg hv ht⟩⟩
  -- coinciding roots would make the discriminant vanish
  intro e
  rw [eq_div_iff (hs.ne_zero hg0 hv)] at e
  unfold CPARoot at hs
  have h1 : s = 2 * g * (v : ℂ) ^ 2 := by linear_combination hs - g * e
  have h2 : (v : ℂ) ^ 2 * (1 + 4 * g ^ 2 * (v : ℂ) ^ 2) = 0 := by
    linear_combination e - (s + 2 * g * (v : ℂ) ^ 2) * h1
  exact mul_ne_zero (pow_ne_zero 2 hv') hd h2
```

If the discriminant 1 + 4g²v² is nonzero, there are two different roots, and both satisfy both sign conditions. The proof takes a root s from `exists_root`, its partner -v²/s, and applies `every_root_causal` to each.

It remains to show that they differ. If s = -v²/s, then s² = -v², and the quadratic gives s = 2g v². Squaring yields 4g²v⁴ = -v², hence v²(1 + 4g²v²) = 0, against the hypotheses.

In this scalar two-level model, an alloy code that solves the quadratic for s at a given g therefore cannot choose the branch by these two signs. Causality here means the signs at one value of g; analyticity of s as a function of energy is a different criterion and is not examined.

## Where the roots merge, and how modulus separates them

```lean
/-- At the propagator fixed by `2 v g = -i`, the only CPA self-energy is `-i v`. -/
theorem double_root {g : ℂ} {v : ℝ} (hv : v ≠ 0) (hg : 2 * (v : ℂ) * g = -I) (s : ℂ) :
    CPARoot g v s ↔ s = -(I * v) := by
  have hv' : 2 * (v : ℂ) ≠ 0 := mul_ne_zero two_ne_zero (by exact_mod_cast hv)
  unfold CPARoot
  -- the quadratic is a perfect square
  have key : 2 * (v : ℂ) * (g * s ^ 2 + s - g * (v : ℂ) ^ 2) = -I * (s + I * v) ^ 2 := by
    linear_combination (s ^ 2 - (v : ℂ) ^ 2) * hg + (2 * v * s + I * (v : ℂ) ^ 2) * I_sq
  constructor
  · intro h
    rw [h, mul_zero] at key
    have h1 := (mul_eq_zero.mp key.symm).resolve_left (neg_ne_zero.mpr I_ne_zero)
    exact eq_neg_of_add_eq_zero_left (pow_eq_zero_iff two_ne_zero |>.mp h1)
  · intro h
    have h0 : s + I * v = 0 := by rw [h, neg_add_cancel]
    rw [h0, zero_pow two_ne_zero, mul_zero] at key
    exact (mul_eq_zero.mp key).resolve_left hv'
```

For v > 0, the condition 2vg = -i is the one retarded propagator at which the discriminant vanishes. There

2v(g s² + s - g v²) = -i(s + i v)²,

so the only root is s = -iv. The theorem also admits v < 0; then Im g > 0 and the root has positive imaginary part.

```lean
/-- If `v ≠ 0` and the local propagator has a nonzero real part, exactly one CPA self-energy has
modulus smaller than `|v|`. -/
theorem existsUnique_small_root {g : ℂ} {v : ℝ} (hg : g.re ≠ 0) (hv : v ≠ 0) :
    ∃! s, CPARoot g v s ∧ ‖s‖ < |v| := by
  have hg0 : g ≠ 0 := by
    rintro rfl
    simp at hg
  obtain ⟨s, hs⟩ := exists_root hg0 v
  have hs0 := hs.ne_zero hg0 hv
  -- a root of modulus |v| would need a purely imaginary propagator
  have hne : ‖s‖ ≠ |v| := by
    intro e
    have hN : s.re * s.re + s.im * s.im = v ^ 2 := by
      rw [← normSq_apply, normSq_eq_norm_sq, e, sq_abs]
    have h := hs
    unfold CPARoot at h
    have hre := congrArg Complex.re h
    have him := congrArg Complex.im h
    simp only [pow_two, add_re, sub_re, mul_re, add_im, sub_im, mul_im, ofReal_re, ofReal_im,
      zero_re, zero_im] at hre him
    have hA : v ^ 2 * (2 * s.im * g.re) = 0 := by
      linear_combination s.re * him - s.im * hre - (g.im * s.re + g.re * s.im) * hN
    have hB : v ^ 2 * (1 - 2 * s.im * g.im) = 0 := by
      linear_combination s.re * hre + s.im * him + (-g.re * s.re + g.im * s.im - 1) * hN
    have h1 := (mul_eq_zero.mp hA).resolve_left (pow_ne_zero 2 hv)
    have h2 := (mul_eq_zero.mp hB).resolve_left (pow_ne_zero 2 hv)
    exact hg (by linear_combination g.re * h2 + g.im * h1)
  -- the moduli of the two roots multiply to v²
  have hn : ‖-(v : ℂ) ^ 2 / s‖ * ‖s‖ = |v| ^ 2 := by
    rw [← norm_mul, div_mul_cancel₀ _ hs0, norm_neg, norm_pow, norm_real, Real.norm_eq_abs]
  rcases lt_or_gt_of_ne hne with hl | hl
  · refine ⟨s, ⟨hs, hl⟩, ?_⟩
    rintro t ⟨ht, htl⟩
    rcases (hs.iff_partner hg0 hv t).mp ht with h | h
    · exact h
    · rw [← h] at hn
      have h3 := mul_lt_mul'' htl hl (norm_nonneg _) (norm_nonneg _)
      rw [hn, pow_two] at h3
      exact absurd h3 (lt_irrefl _)
  · refine ⟨-(v : ℂ) ^ 2 / s, ⟨(hs.iff_partner hg0 hv _).mpr (Or.inr rfl), ?_⟩, ?_⟩
    · by_contra hc
      have h3 := mul_le_mul_of_nonneg_right (not_lt.mp hc) (norm_nonneg s)
      have h4 := mul_lt_mul_of_pos_left hl (abs_pos.mpr hv)
      rw [hn, pow_two] at h3
      linarith
    · rintro t ⟨ht, htl⟩
      rcases (hs.iff_partner hg0 hv t).mp ht with h | h
      · rw [h] at htl
        exact absurd htl (not_lt_of_ge (le_of_lt hl))
      · exact h

end

end CPARootSelection
```

`∃!` means "there exists exactly one", and `‖s‖` is the modulus |s|. If Re g ≠ 0 and v ≠ 0, exactly one root has |s| < |v|. No sign of Im g is assumed.

Suppose first that |s| = |v|. Then v² = s s̄, and the quadratic becomes

g s(s - s̄) + s = s(1 + 2i g Im s) = 0.

Since s ≠ 0, this forces 2i g Im s = -1, so g is purely imaginary, which is excluded. Lean's `hA` and `hB` are the imaginary and real parts of this condition, multiplied by v². The moduli of s and -v²/s multiply to v², so one lies below |v| and the other above it. The final case split selects whichever is smaller and rules out the other.

A numerical instance is v = 1, g = (1 - 3i)/5, for which 1/g = (1 + 3i)/2. The roots are

s₁ = (1 - i)/2 and s₂ = -1 - i.

Their sum is -(1 + 3i)/2 = -1/g and their product is -1, as required. Both imaginary parts are negative, and s₁ + 1/g = 1 + i and s₂ + 1/g = (-1 + i)/2 both have positive imaginary parts. The moduli are 1/√2 and √2, so only s₁ is smaller than v. In the opening example, where Re g = 0, both moduli equal 1 and this test fails.

As v → 0 at fixed g ≠ 0, one root behaves as g v² and the other tends to -1/g. The first vanishes together with the disorder, as the self-energy of a pure crystal should; this limit motivates a preference for the smaller root at weak disorder, while the theorem itself only separates the two by size.

```lean
#print axioms CPARootSelection.every_root_causal
#print axioms CPARootSelection.causality_does_not_select
#print axioms CPARootSelection.double_root
#print axioms CPARootSelection.existsUnique_small_root
```

```
'CPARootSelection.every_root_causal' depends on axioms: [propext, Classical.choice, Quot.sound]
'CPARootSelection.causality_does_not_select' depends on axioms: [propext, Classical.choice, Quot.sound]
'CPARootSelection.double_root' depends on axioms: [propext, Classical.choice, Quot.sound]
'CPARootSelection.existsUnique_small_root' depends on axioms: [propext, Classical.choice, Quot.sound]
```
